# The greatest overlap of a normalised contraction with a target function is √(bᵀS⁻¹b)

## Primitives, overlaps and normalisation

Let g₁, …, g_N be real primitive functions, for instance Gaussians with fixed exponents, and let χ be a real target function, for instance a Slater function. The inner product ⟨f, h⟩ is the integral of f·h over space. Define the overlap matrix S and the vector b of target overlaps by

Sᵢⱼ = ⟨gᵢ, gⱼ⟩

bᵢ = ⟨χ, gᵢ⟩

A contraction with real coefficients c is the function

φ = Σᵢ cᵢ gᵢ

Its squared norm and its overlap with the target are

‖φ‖² = Σᵢⱼ cᵢ Sᵢⱼ cⱼ = cᵀSc

⟨χ, φ⟩ = Σᵢ cᵢ bᵢ = b·c

A contraction is normalised when cᵀSc = 1. This differs from c·c = 1 unless the primitives are orthonormal. The primitives themselves need not be normalised, and neither does χ.

Two conditions are imposed. The matrix S is positive definite, which means that no nonzero set of coefficients produces the zero function. The vector b is nonzero, which means that the target is not orthogonal to every primitive. An s-type target with only p-type primitives on the same centre would violate the second condition: every contraction would then have overlap zero, and there would be nothing to choose between them.

## The best coefficients for fixed primitives

Set

m = √(bᵀS⁻¹b)

u = S⁻¹b / m

Among all c with cᵀSc = 1, the greatest value of b·c is m, and c = u is the only choice that reaches it.

In electronic structure this is the linear part of replacing a Slater-type orbital by a contracted Gaussian: it fixes the contraction coefficients for a finite set of primitives whose exponents are already given.

## Completing the square in the overlap metric

First, S is invertible: if Sc = 0, then cᵀSc = 0, and positive definiteness gives c = 0. Put d = S⁻¹b, so that Sd = b. Since b ≠ 0, also d ≠ 0, and therefore

bᵀS⁻¹b = b·d = dᵀSd > 0

Hence m is a positive number with m² = b·d. The vector u = d/m then satisfies

Su = b/m

uᵀSu = (d·b)/m² = 1

so u is an admissible choice of coefficients.

Now take any c with cᵀSc = 1. Because S is symmetric, the two cross terms in the following expansion are equal:

(c − u)ᵀS(c − u) = cᵀSc − 2cᵀSu + uᵀSu

Inserting the two normalisations and cᵀSu = (b·c)/m gives

(c − u)ᵀS(c − u) = 2 − 2(b·c)/m

Solving for the overlap gives an exact identity:

b·c = m − (m/2)(c − u)ᵀS(c − u)

The subtracted term is zero for c = u and positive for every other c. This gives the bound, its attainment and the uniqueness of the maximiser together. It also measures the loss: a normalised contraction falls short of m by m/2 times the squared norm of the function with coefficients c − u.

## Why the same contraction has the least squared error among normalised ones

For a normalised contraction φ,

‖χ − φ‖² = ‖χ‖² − 2⟨χ, φ⟩ + ‖φ‖² = ‖χ‖² + 1 − 2b·c

At fixed norms the error depends on c only through the overlap. Since b·c ≤ m,

‖χ − φ‖² ≥ ‖χ‖² + 1 − 2m

with equality only for c = u. If χ is normalised too, the least squared error is 2 − 2m. Without the condition cᵀSc = 1 the minimum would lie at c = S⁻¹b = m·u, with squared error ‖χ‖² − m².

For actual functions, positive definiteness of S follows from linear independence of the primitives. The matrix is symmetric because the inner product is, and for x ≠ 0

xᵀSx = ‖Σᵢ xᵢ gᵢ‖² > 0

because a linearly independent family has no vanishing combination whose coefficients are not all zero.

## The sign that a Lagrange multiplier leaves open

A derivation by Lagrange multipliers starts from the stationarity condition

b = λSc

so c = S⁻¹b/λ. The constraint then reads m²/λ² = 1, which gives λ = ±m and c = ±u. Taking the square root without regard to sign can select −u, whose overlap is −m. That is the minimum, and its squared error is ‖χ‖² + 1 + 2m.

A single primitive shows this plainly. With S = (s), the only normalised coefficients are 1/√s and −1/√s, and the one with the greater overlap has the sign of b. As orbitals the two differ only by a global sign, so either serves equally well as a basis function. The sign matters for the overlap with χ and for the squared error.

The same point matters when the theorem is formulated. If b·c were replaced by (b·c)² or |b·c|, both u and −u would be maximisers and the uniqueness claim would be false.

## Computing the coefficients without an inverse

A program has no need to form S⁻¹. It can factorise S = LLᵀ by Cholesky, with L lower triangular, and solve two triangular systems:

Ly = b

Lᵀx = y

Then x = S⁻¹b, m = √(b·x), and the coefficients are c = x/m. Evaluating cᵀSc and b·c afterwards should return 1 and m up to rounding. The coefficients refer to the primitives exactly as they were scaled when S and b were computed, so a change in primitive normalisation changes c as well.

Normalised Gaussian primitives with the same centre, the same angular part and nearly equal exponents give S a very small eigenvalue, and small errors in b can then cause large changes in the coefficients. If the exponents are also to be optimised, m can serve as the objective of an outer search, with the linear solve repeated at each trial set of exponents.

## What the Lean definitions and theorems say

The primitives are labelled by a finite type `n`. Coefficients and target overlaps are functions `n → ℝ`, and S is a `Matrix n n ℝ`. The symbol `⬝ᵥ` is the dot product and `*ᵥ` applies a matrix to a vector. Thus `selfOverlap S c` is cᵀSc, `maxOverlap S b` is m, and `optimalContraction S b` is u. The hypothesis `S.PosDef` includes the symmetry of S.

The theorem `isGreatest_overlap` takes a positive definite S and a nonzero b. Its first part says that m belongs to the set of overlaps of normalised contractions and is an upper bound of that set. Its second part says that a normalised c has overlap m if and only if c = u. At this level b is any nonzero real vector.

The functions enter through a real inner product space `E`. The family `g : n → E` holds the primitives and `χ : E` is the target, while `overlapMatrix`, `targetOverlaps` and `contracted` are S, b and φ. The theorem `least_squares_fit` assumes linearly independent primitives, a nonzero vector of target overlaps and a contraction of norm 1. It states the lower bound on the squared error and says that equality holds exactly when c = u.

Nothing in the file is specific to Gaussian or Slater functions. No integral is evaluated, and the linear independence of a particular set of primitives is a hypothesis. Coefficients and functions are real, and exponents are not varied.

```lean
import Mathlib

open Matrix

namespace GaussianContraction

noncomputable section

variable {n : Type*} [Fintype n] [DecidableEq n]

/-- The self-overlap `cᵀ S c` of the contraction with coefficients `c`. -/
def selfOverlap (S : Matrix n n ℝ) (c : n → ℝ) : ℝ := c ⬝ᵥ S *ᵥ c

/-- The number `√(bᵀ S⁻¹ b)`, for a positive definite overlap matrix `S`. -/
def maxOverlap (S : Matrix n n ℝ) (b : n → ℝ) : ℝ := √(b ⬝ᵥ S⁻¹ *ᵥ b)

/-- The coefficients `S⁻¹ b / √(bᵀ S⁻¹ b)`, for positive definite `S` and nonzero `b`. -/
def optimalContraction (S : Matrix n n ℝ) (b : n → ℝ) : n → ℝ :=
  (maxOverlap S b)⁻¹ • (S⁻¹ *ᵥ b)

variable {S : Matrix n n ℝ} {b : n → ℝ}

omit [DecidableEq n] in
/-- For positive definite `S`, coefficients that are not all zero have positive self-overlap. -/
theorem selfOverlap_pos (hS : S.PosDef) {c : n → ℝ} (hc : c ≠ 0) :
    0 < selfOverlap S c := by
  have h := hS.dotProduct_mulVec_pos hc
  rw [star_trivial] at h
  exact h

omit [DecidableEq n] in
/-- The overlap of two contractions does not depend on their order. -/
theorem overlap_symm (hS : S.PosDef) (x y : n → ℝ) :
    x ⬝ᵥ S *ᵥ y = y ⬝ᵥ S *ᵥ x := by
  have hT : Sᵀ = S := by
    rw [← Matrix.conjTranspose_eq_transpose_of_trivial]
    exact hS.isHermitian.eq
  rw [Matrix.dotProduct_mulVec, ← Matrix.mulVec_transpose, hT, dotProduct_comm]

/-- For positive definite `S` and nonzero `b` the optimal coefficients are normalised, they solve `S
u = b / m` with `m = √(bᵀ S⁻¹ b)`, and `m` is positive. -/
theorem optimalContraction_spec (hS : S.PosDef) (hb : b ≠ 0) :
    0 < maxOverlap S b ∧
      S *ᵥ optimalContraction S b = (maxOverlap S b)⁻¹ • b ∧
      selfOverlap S (optimalContraction S b) = 1 := by
  have h : S *ᵥ (S⁻¹ *ᵥ b) = b := by
    rw [Matrix.mulVec_mulVec, Matrix.mul_nonsing_inv S hS.det_pos.ne'.isUnit,
      Matrix.one_mulVec]
  have hd : S⁻¹ *ᵥ b ≠ 0 := fun h0 => hb (by rw [← h, h0, Matrix.mulVec_zero])
  -- `bᵀ S⁻¹ b` is the self-overlap of `S⁻¹ b`
  have hp := selfOverlap_pos hS hd
  unfold selfOverlap at hp
  rw [h, dotProduct_comm] at hp
  have hm : 0 < maxOverlap S b := Real.sqrt_pos.2 hp
  have hsq : maxOverlap S b ^ 2 = b ⬝ᵥ S⁻¹ *ᵥ b := Real.sq_sqrt hp.le
  have hSu : S *ᵥ optimalContraction S b = (maxOverlap S b)⁻¹ • b := by
    unfold optimalContraction
    rw [Matrix.mulVec_smul, h]
  refine ⟨hm, hSu, ?_⟩
  unfold selfOverlap
  rw [hSu]
  unfold optimalContraction
  rw [smul_dotProduct, dotProduct_smul, smul_eq_mul, smul_eq_mul, dotProduct_comm, ← hsq]
  have hm0 := hm.ne'
  field_simp

/-- For positive definite `S` and nonzero `b`, the overlap `b · c` of a normalised contraction `c`
is `m - (m/2) (c - u)ᵀ S (c - u)`, where `u` is the optimal contraction and `m = √(bᵀ S⁻¹ b)`. -/
theorem overlap_eq (hS : S.PosDef) (hb : b ≠ 0) {c : n → ℝ} (hc : selfOverlap S c = 1) :
    b ⬝ᵥ c = maxOverlap S b
      - maxOverlap S b / 2 * selfOverlap S (c - optimalContraction S b) := by
  obtain ⟨hm, hSu, hu⟩ := optimalContraction_spec hS hb
  have hcross : c ⬝ᵥ S *ᵥ optimalContraction S b = (maxOverlap S b)⁻¹ * (b ⬝ᵥ c) := by
    rw [hSu, dotProduct_smul, smul_eq_mul, dotProduct_comm]
  -- expand the quadratic form of the difference
  have hexp : selfOverlap S (c - optimalContraction S b) = selfOverlap S c
      - 2 * (c ⬝ᵥ S *ᵥ optimalContraction S b)
      + selfOverlap S (optimalContraction S b) := by
    unfold selfOverlap
    rw [Matrix.mulVec_sub, sub_dotProduct, dotProduct_sub, dotProduct_sub,
      overlap_symm hS (optimalContraction S b) c]
    ring
  have hmi : maxOverlap S b * (maxOverlap S b)⁻¹ = 1 := mul_inv_cancel₀ hm.ne'
  rw [hexp, hc, hu, hcross]
  linear_combination (-(b ⬝ᵥ c)) * hmi

/-- For positive definite `S` and nonzero `b`, the greatest overlap `b · c` over normalised
contractions is `√(bᵀ S⁻¹ b)`, and it is attained exactly at `c = S⁻¹ b / √(bᵀ S⁻¹ b)`. -/
theorem isGreatest_overlap (hS : S.PosDef) (hb : b ≠ 0) :
    IsGreatest {x | ∃ c, selfOverlap S c = 1 ∧ b ⬝ᵥ c = x} (maxOverlap S b) ∧
      ∀ c, selfOverlap S c = 1 →
        (b ⬝ᵥ c = maxOverlap S b ↔ c = optimalContraction S b) := by
  obtain ⟨hm, -, hu⟩ := optimalContraction_spec hS hb
  -- any other normalised contraction falls strictly short
  have hlt : ∀ c, selfOverlap S c = 1 → c ≠ optimalContraction S b →
      b ⬝ᵥ c < maxOverlap S b := by
    intro c hc hne
    have hq := mul_pos (half_pos hm) (selfOverlap_pos hS (sub_ne_zero.2 hne))
    have h := overlap_eq hS hb hc
    linarith
  have heq : b ⬝ᵥ optimalContraction S b = maxOverlap S b := by
    rw [overlap_eq hS hb hu, sub_self]
    simp [selfOverlap]
  refine ⟨⟨⟨_, hu, heq⟩, ?_⟩, fun c hc => ⟨fun h => ?_, fun h => h ▸ heq⟩⟩
  · rintro x ⟨c, hc, rfl⟩
    rcases eq_or_ne c (optimalContraction S b) with h | h
    · rw [h, heq]
    · exact (hlt c hc h).le
  · by_contra hne
    exact (hlt c hc hne).ne h

variable {E : Type*} [NormedAddCommGroup E] [InnerProductSpace ℝ E]

/-- The overlap matrix of the primitives `g i`. -/
def overlapMatrix (g : n → E) : Matrix n n ℝ := Matrix.of fun i j => inner ℝ (g i) (g j)

/-- The overlaps of the target function `χ` with the primitives. -/
def targetOverlaps (g : n → E) (χ : E) : n → ℝ := fun i => inner ℝ χ (g i)

/-- The contracted function `∑ i, c i • g i`. -/
def contracted (g : n → E) (c : n → ℝ) : E := ∑ i, c i • g i

omit [DecidableEq n] in
/-- The squared norm of a contracted function is the self-overlap of its coefficients. -/
theorem norm_sq_contracted (g : n → E) (c : n → ℝ) :
    ‖contracted g c‖ ^ 2 = selfOverlap (overlapMatrix g) c := by
  rw [← real_inner_self_eq_norm_sq]
  unfold contracted
  rw [sum_inner]
  simp only [selfOverlap, overlapMatrix, inner_sum, real_inner_smul_left,
    real_inner_smul_right, dotProduct, Matrix.mulVec, Matrix.of_apply, Finset.mul_sum]
  refine Finset.sum_congr rfl fun i _ => Finset.sum_congr rfl fun j _ => ?_
  ring

omit [DecidableEq n] in
/-- Linearly independent primitives have a positive definite overlap matrix. -/
theorem overlapMatrix_posDef {g : n → E} (hg : LinearIndependent ℝ g) :
    (overlapMatrix g).PosDef := by
  rw [Matrix.posDef_iff_dotProduct_mulVec]
  refine ⟨Matrix.IsHermitian.ext fun i j => ?_, fun x hx => ?_⟩
  · simp only [overlapMatrix, Matrix.of_apply, star_trivial]
    exact real_inner_comm _ _
  · rw [star_trivial]
    change 0 < selfOverlap (overlapMatrix g) x
    rw [← norm_sq_contracted]
    have h0 : contracted g x ≠ 0 := fun h =>
      hx (funext (Fintype.linearIndependent_iff.1 hg x h))
    exact pow_pos (norm_pos_iff.2 h0) 2

/-- For linearly independent primitives that are not all orthogonal to `χ`, the squared error of a
normalised contraction as a fit to `χ` is at least `‖χ‖² + 1 - 2 √(bᵀ S⁻¹ b)`, with equality exactly
at the optimal contraction. -/
theorem least_squares_fit {g : n → E} (hg : LinearIndependent ℝ g) {χ : E}
    (hb : targetOverlaps g χ ≠ 0) {c : n → ℝ} (hc : ‖contracted g c‖ = 1) :
    ‖χ‖ ^ 2 + 1 - 2 * maxOverlap (overlapMatrix g) (targetOverlaps g χ)
        ≤ ‖χ - contracted g c‖ ^ 2 ∧
      (‖χ - contracted g c‖ ^ 2
          = ‖χ‖ ^ 2 + 1 - 2 * maxOverlap (overlapMatrix g) (targetOverlaps g χ) ↔
        c = optimalContraction (overlapMatrix g) (targetOverlaps g χ)) := by
  have hn : selfOverlap (overlapMatrix g) c = 1 := by
    rw [← norm_sq_contracted, hc, one_pow]
  have hi : inner ℝ χ (contracted g c) = targetOverlaps g χ ⬝ᵥ c := by
    simp only [contracted, targetOverlaps, dotProduct, inner_sum, real_inner_smul_right]
    exact Finset.sum_congr rfl fun i _ => mul_comm _ _
  obtain ⟨hmax, huniq⟩ := isGreatest_overlap (overlapMatrix_posDef hg) hb
  have hle := hmax.2 ⟨c, hn, rfl⟩
  -- at fixed norms the error depends only on the overlap
  rw [norm_sub_sq_real, hi, hc, ← huniq c hn]
  refine ⟨by linarith, fun h => by linarith, fun h => by rw [h]; ring⟩

end

end GaussianContraction
```

```lean
#print axioms GaussianContraction.isGreatest_overlap
#print axioms GaussianContraction.least_squares_fit
```

```
'GaussianContraction.isGreatest_overlap' depends on axioms: [propext, Classical.choice, Quot.sound]
'GaussianContraction.least_squares_fit' depends on axioms: [propext, Classical.choice, Quot.sound]
```

## How the Lean proof follows the square

The lemma `selfOverlap_pos` extracts cᵀSc > 0 for c ≠ 0 from positive definiteness. Mathlib states this with a conjugate on the left-hand vector, and `star_trivial` removes it because the entries are real. The lemma `overlap_symm` proves xᵀSy = yᵀSx, which is what makes the cross terms equal.

The properties of u are collected in `optimalContraction_spec`. Its step `h` is S(S⁻¹b) = b, justified by the positive determinant of S. Step `hd` shows S⁻¹b ≠ 0, since otherwise b would vanish. Step `hp` turns the positive self-overlap of S⁻¹b into bᵀS⁻¹b > 0, so m is positive and `hsq` can identify m² with that number. Step `hSu` is Su = b/m, and the remaining lines compute uᵀSu = 1.

The exact identity is `overlap_eq`. There `hcross` is cᵀSu = (b·c)/m, and `hexp` is the expansion of (c − u)ᵀS(c − u). After substitution, the final `linear_combination` rearranges the equation using m·m⁻¹ = 1.

In `isGreatest_overlap`, the step `hlt` combines the identity with positivity: if c ≠ u, then the subtracted term is positive and b·c < m. The step `heq` puts c = u into the identity and obtains overlap m. The upper bound follows by treating c = u and c ≠ u separately. Uniqueness follows because a different normalised c with overlap m would contradict the strict inequality.

The passage to functions rests on `norm_sq_contracted`, which expands ‖φ‖² into the double sum over i and j and matches it term by term with cᵀSc. With it, `overlapMatrix_posDef` reduces positivity of xᵀSx to the statement that φ ≠ 0 for x ≠ 0, which is linear independence.

Finally, `least_squares_fit` converts the norm condition into cᵀSc = 1 (`hn`) and the inner product ⟨χ, φ⟩ into b·c (`hi`). The rewrite with `norm_sub_sq_real` expands the squared error as in the derivation above. The bound b·c ≤ m then gives the inequality, and the uniqueness part of `isGreatest_overlap` gives the equality case. That u itself meets the norm condition follows from `optimalContraction_spec` together with `norm_sq_contracted`, so the lower bound is attained.
